# Random-grid noise within $[a,b]$ lowers the DMC branching energy by at most $\tau(b-a)^2/8$

In my diffusion Monte Carlo runs with a nonlocal effective core potential, the angular integral is evaluated on a quadrature grid that is rotated at random each time. For a fixed electron configuration the local energy therefore fluctuates from grid to grid, although its average over rotations is right. But the walker is not weighted by the energy. It is weighted by $\exp(-\tau e)$, where $e$ is the local energy, and the average of an exponential is not the exponential of the average. Does unbiased noise then bias the energy that branching responds to? If so, in which direction, and does the bias vanish with the time step $\tau$?

## Downward, and at most linearly in the time step

The noise can only lower that energy. If the local energies lie in $[a,b]$, the shift is at most $\tau(b-a)^2/8$, so it vanishes as $\tau\to0^+$. This describes one source of time-step bias in DMC with nonlocal potentials, in a model with one fixed configuration and finitely many grids.

Let grid $i$ occur with probability $p_i$ and give local energy $e_i$. Define

$$m=\sum_i p_i e_i,\qquad B(\tau)=\sum_i p_i e^{-\tau e_i},\qquad E(\tau)=-\frac{\ln B(\tau)}{\tau}.$$

$E(\tau)$ is the constant energy that would produce the same mean branching factor $B(\tau)$.

**Upper bound.** From $e^x\ge 1+x$ with $x=-\tau(e_i-m)$,

$$e^{-\tau e_i}\ge e^{-\tau m}\bigl(1-\tau(e_i-m)\bigr).$$

Averaging removes the linear term, so $B(\tau)\ge e^{-\tau m}>0$. Taking logarithms and dividing by $-\tau$ gives $E(\tau)\le m$. The inequality is strict if some grid of positive probability has $e_j\ne m$.

**Lower bound.** Let $M(t)$ and $V(t)$ be the mean and variance of the energy under the reweighted probabilities $p_i e^{-te_i}/B(t)$. Differentiation gives

$$(\ln B)'=-M,\qquad M'=-\frac{\sum_i p_i e_i^2e^{-te_i}}{B}+M^2=-V.$$

Since $(b-e_i)(e_i-a)\ge0$, we have $e_i^2\le(a+b)e_i-ab$, and hence

$$V\le (a+b)M-ab-M^2=\frac{(b-a)^2}{4}-\Bigl(M-\frac{a+b}{2}\Bigr)^2\le\frac{(b-a)^2}{4}.$$

With $M(0)=m$, one integration gives $M(t)\ge m-t(b-a)^2/4$ for $t\ge0$. With $\ln B(0)=0$, a second gives $\ln B(\tau)\le-m\tau+\tau^2(b-a)^2/8$. Dividing by $-\tau$ yields

$$m-\frac{\tau(b-a)^2}{8}\le E(\tau)\le m.$$

**The first-order coefficient.** By L'Hôpital's rule,

$$\lim_{\tau\to0^+}\frac{m-E(\tau)}{\tau}=\lim_{\tau\to0^+}\frac{\ln B(\tau)+m\tau}{\tau^2}=\lim_{\tau\to0^+}\frac{m-M(\tau)}{2\tau}=\frac{V(0)}{2},$$

which is half the variance of the noise. Two equally likely energies $a$ and $b$ have variance $(b-a)^2/4$, so the limit is $(b-a)^2/8$. For $a<b$, no constant smaller than $1/8$ would serve in the lower bound.

## Signed weights break the upper bound

The $p_i$ must be probabilities of whole grids, not the weights of points within one grid, which may be negative. Real weights that merely sum to one are not enough. Take $p=(2,-1)$ and $e=(0,1)$, so that $m=-1$. At $\tau=\ln2$ one finds $B=3/2$ and $E=-\ln(3/2)/\ln2\approx-0.585$, which lies above $m$.

## What the Lean theorems say

The finite type `ι` labels the grids, and `p` and `e` are real functions on it. The hypotheses `hp` and `hs` make `p` a probability distribution, `he` puts every local energy in `Set.Icc a b`, and `hτ` says that the time step is positive. The quantities $m$, $B$ and $E$ are `gridMean p e`, `branchingFactor p e τ` and `effectiveEnergy p e τ`; $M$ and $V$ are `reweightedMean p e e` and `reweightedVariance p e`.

`effectiveEnergy_bounds` is the two-sided bound, and `effectiveEnergy_lt_mean` is the strict version of its upper half. `tendsto_lowering_div` gives the limit from positive $\tau$ without needing an interval $[a,b]$, and `two_point_sharp` evaluates it for two equally likely grids with local energies $a$ and $b$.

That $m$ equals the local energy computed with the exact angular integral is how "unbiased" enters the physics; the theorems take $m$ simply as the mean over grids. A continuous distribution of rotations, the motion of walkers and the resulting error in a full DMC energy are not modelled. Nor is the common choice of averaging the local energies at the old and new positions in the exponent. The trial energy is omitted too: it multiplies $B$ by a known constant factor.

```lean
import Mathlib

open Filter Topology

namespace QuadratureNoiseBranching

noncomputable section

variable {ι : Type*} [Fintype ι]

/-- The sum of `f` over grid outcomes `i` with weights `p i`; it is the average of `f` when the
weights sum to one. -/
def gridMean (p f : ι → ℝ) : ℝ := ∑ i, p i * f i

/-- The branching factor `exp (-τ e)` summed over grid outcomes with weights `p`. -/
def branchingFactor (p e : ι → ℝ) (τ : ℝ) : ℝ := ∑ i, p i * Real.exp (-τ * e i)

/-- The energy seen by branching, `-ln(branching factor)/τ`, for `τ ≠ 0` and a positive branching
factor. -/
def effectiveEnergy (p e : ι → ℝ) (τ : ℝ) : ℝ := -Real.log (branchingFactor p e τ) / τ

/-- The average of `f` after each outcome is reweighted by `exp (-τ e)`, for a nonzero
branching factor. -/
def reweightedMean (p e f : ι → ℝ) (τ : ℝ) : ℝ :=
  branchingFactor (fun i => p i * f i) e τ / branchingFactor p e τ

/-- The variance of the local energy after reweighting by `exp (-τ e)`, for a nonzero
branching factor. -/
def reweightedVariance (p e : ι → ℝ) (τ : ℝ) : ℝ :=
  reweightedMean p e (fun i => e i ^ 2) τ - reweightedMean p e e τ ^ 2

/-- The tangent line of the exponential at the mean energy averages to its value there,
for weights that sum to one. -/
theorem tangent_average (p e : ι → ℝ) (hs : ∑ i, p i = 1) (τ : ℝ) :
    ∑ i, p i * (Real.exp (-τ * gridMean p e) * (-τ * (e i - gridMean p e) + 1))
      = Real.exp (-τ * gridMean p e) := by
  have h : ∑ i, p i * (Real.exp (-τ * gridMean p e) * (-τ * (e i - gridMean p e) + 1))
      = Real.exp (-τ * gridMean p e) * (τ * gridMean p e + 1) * ∑ i, p i
        - Real.exp (-τ * gridMean p e) * τ * ∑ i, p i * e i := by
    rw [Finset.mul_sum, Finset.mul_sum, ← Finset.sum_sub_distrib]
    exact Finset.sum_congr rfl fun i _ => by ring
  rw [h, hs]
  change _ - _ * τ * gridMean p e = _
  ring

/-- For a probability distribution of grids, the mean branching factor is at least the
branching factor of the mean energy. -/
theorem exp_mean_le_branchingFactor (p e : ι → ℝ) (hp : ∀ i, 0 ≤ p i)
    (hs : ∑ i, p i = 1) (τ : ℝ) :
    Real.exp (-τ * gridMean p e) ≤ branchingFactor p e τ := by
  rw [← tangent_average p e hs τ]
  refine Finset.sum_le_sum fun i _ => mul_le_mul_of_nonneg_left ?_ (hp i)
  have h : Real.exp (-τ * e i)
      = Real.exp (-τ * gridMean p e) * Real.exp (-τ * (e i - gridMean p e)) := by
    rw [← Real.exp_add]
    congr 1
    ring
  rw [h]
  exact mul_le_mul_of_nonneg_left (Real.add_one_le_exp _) (Real.exp_pos _).le

/-- Differentiating the branching factor in the time step brings down minus the energy. -/
theorem hasDerivAt_branchingFactor (c e : ι → ℝ) (t : ℝ) :
    HasDerivAt (branchingFactor c e) (-branchingFactor (fun i => c i * e i) e t) t := by
  have h : ∀ i, HasDerivAt (fun s : ℝ => c i * Real.exp (-s * e i))
      (-(c i * e i * Real.exp (-t * e i))) t := by
    intro i
    have h1 : HasDerivAt (fun s : ℝ => -s * e i) (-1 * e i) t :=
      (hasDerivAt_id' t).fun_neg.mul_const (e i)
    exact (h1.exp.const_mul (c i)).congr_deriv (by ring)
  have h2 := HasDerivAt.fun_sum (u := Finset.univ) (fun i _ => h i)
  rw [Finset.sum_neg_distrib] at h2
  exact h2

/-- For a nonzero branching factor, the reweighted mean energy changes with the time step at
a rate equal to minus the reweighted variance. -/
theorem hasDerivAt_reweightedMean (p e : ι → ℝ) (t : ℝ) (hB : branchingFactor p e t ≠ 0) :
    HasDerivAt (reweightedMean p e e) (-reweightedVariance p e t) t := by
  have h := (hasDerivAt_branchingFactor (fun i => p i * e i) e t).fun_div
    (hasDerivAt_branchingFactor p e t) hB
  refine h.congr_deriv ?_
  have h2 : branchingFactor (fun i => p i * e i * e i) e t
      = branchingFactor (fun i => p i * e i ^ 2) e t :=
    Finset.sum_congr rfl fun i _ => by ring
  simp only [reweightedVariance, reweightedMean]
  rw [h2]
  field

/-- Local energies confined to `[a, b]` have reweighted variance at most `(b - a)² / 4`,
for nonnegative weights and a positive branching factor. -/
theorem reweightedVariance_le (p e : ι → ℝ) (hp : ∀ i, 0 ≤ p i) {a b : ℝ}
    (he : ∀ i, e i ∈ Set.Icc a b) (t : ℝ) (hB : 0 < branchingFactor p e t) :
    reweightedVariance p e t ≤ (b - a) ^ 2 / 4 := by
  -- average the inequality (b - e)(e - a) ≥ 0
  have h0 : 0 ≤ ∑ i, p i * Real.exp (-t * e i) * ((b - e i) * (e i - a)) :=
    Finset.sum_nonneg fun i _ => mul_nonneg (mul_nonneg (hp i) (Real.exp_pos _).le)
      (mul_nonneg (sub_nonneg.2 (he i).2) (sub_nonneg.2 (he i).1))
  have h1 : ∑ i, p i * Real.exp (-t * e i) * ((b - e i) * (e i - a))
      = (a + b) * branchingFactor (fun i => p i * e i) e t
        - branchingFactor (fun i => p i * e i ^ 2) e t - a * b * branchingFactor p e t := by
    simp only [branchingFactor, Finset.mul_sum, ← Finset.sum_sub_distrib]
    exact Finset.sum_congr rfl fun i _ => by ring
  rw [h1] at h0
  have h2 : reweightedMean p e e t * branchingFactor p e t
      = branchingFactor (fun i => p i * e i) e t := div_mul_cancel₀ _ hB.ne'
  have h3 : reweightedMean p e (fun i => e i ^ 2) t
      ≤ (a + b) * reweightedMean p e e t - a * b := by
    rw [reweightedMean, div_le_iff₀ hB]
    linear_combination h0 - (a + b) * h2
  unfold reweightedVariance
  nlinarith [sq_nonneg (2 * reweightedMean p e e t - (a + b))]

/-- For a random grid with local energies in `[a, b]` and a time step `τ > 0`, the effective
energy lies between `m - τ (b - a)² / 8` and the mean energy `m`. -/
theorem effectiveEnergy_bounds (p e : ι → ℝ) (hp : ∀ i, 0 ≤ p i) (hs : ∑ i, p i = 1)
    {a b : ℝ} (he : ∀ i, e i ∈ Set.Icc a b) {τ : ℝ} (hτ : 0 < τ) :
    gridMean p e - τ * (b - a) ^ 2 / 8 ≤ effectiveEnergy p e τ ∧
      effectiveEnergy p e τ ≤ gridMean p e := by
  have hB : ∀ t, 0 < branchingFactor p e t := fun t =>
    (Real.exp_pos _).trans_le (exp_mean_le_branchingFactor p e hp hs t)
  have hA0 : reweightedMean p e e 0 = gridMean p e := by
    simp [reweightedMean, branchingFactor, gridMean, hs]
  -- first integration: the reweighted mean falls at most linearly
  have hG : ∀ t, HasDerivAt (fun s => reweightedMean p e e s + (b - a) ^ 2 / 4 * s)
      (-reweightedVariance p e t + (b - a) ^ 2 / 4 * 1) t := fun t =>
    (hasDerivAt_reweightedMean p e t (hB t).ne').fun_add ((hasDerivAt_id' t).const_mul _)
  have hGm := monotone_of_deriv_nonneg (fun t => (hG t).differentiableAt) (fun t => by
    rw [(hG t).deriv]
    linarith [reweightedVariance_le p e hp he t (hB t)])
  -- second integration: the logarithm grows at most quadratically
  have hF : ∀ t, HasDerivAt (fun s => (b - a) ^ 2 / 8 * s ^ 2 - gridMean p e * s
      - Real.log (branchingFactor p e s))
      ((b - a) ^ 2 / 4 * t - gridMean p e + reweightedMean p e e t) t := fun t =>
    ((((hasDerivAt_pow 2 t).const_mul _).fun_sub ((hasDerivAt_id' t).const_mul _)).fun_sub
      ((hasDerivAt_branchingFactor p e t).log (hB t).ne')).congr_deriv (by
        simp only [reweightedMean]
        norm_num
        ring)
  have hFm := monotoneOn_of_deriv_nonneg (convex_Ici (0 : ℝ))
    (fun t _ => (hF t).continuousAt.continuousWithinAt)
    (fun t _ => (hF t).differentiableAt.differentiableWithinAt) (fun t ht => by
      rw [interior_Ici] at ht
      rw [(hF t).deriv]
      have h := hGm (le_of_lt ht)
      simp only [hA0] at h
      linarith)
  have hlog := hFm (Set.mem_Ici.2 le_rfl) (Set.mem_Ici.2 hτ.le) hτ.le
  have hB0 : branchingFactor p e 0 = 1 := by simp [branchingFactor, hs]
  simp only [hB0, Real.log_one] at hlog
  have hlow := (Real.le_log_iff_exp_le (hB τ)).2 (exp_mean_le_branchingFactor p e hp hs τ)
  unfold effectiveEnergy
  constructor
  · rw [le_div_iff₀ hτ]
    linarith
  · rw [div_le_iff₀ hτ]
    linarith

/-- As `τ` tends to zero from above, the lowering of the effective energy divided by `τ`
tends to half the variance of the local energy over the random grids. -/
theorem tendsto_lowering_div (p e : ι → ℝ) (hp : ∀ i, 0 ≤ p i) (hs : ∑ i, p i = 1) :
    Tendsto (fun τ => (gridMean p e - effectiveEnergy p e τ) / τ) (𝓝[>] 0)
      (𝓝 (gridMean p (fun i => (e i - gridMean p e) ^ 2) / 2)) := by
  have hB : ∀ t, 0 < branchingFactor p e t := fun t =>
    (Real.exp_pos _).trans_le (exp_mean_le_branchingFactor p e hp hs t)
  have hA0 : reweightedMean p e e 0 = gridMean p e := by
    simp [reweightedMean, branchingFactor, gridMean, hs]
  have hV : reweightedVariance p e 0 = gridMean p (fun i => (e i - gridMean p e) ^ 2) := by
    have h1 : gridMean p (fun i => (e i - gridMean p e) ^ 2) = ∑ i, p i * e i ^ 2
        - 2 * gridMean p e * ∑ i, p i * e i + gridMean p e ^ 2 * ∑ i, p i := by
      rw [Finset.mul_sum, Finset.mul_sum, ← Finset.sum_sub_distrib, ← Finset.sum_add_distrib]
      exact Finset.sum_congr rfl fun i _ => by ring
    have h2 : reweightedMean p e (fun i => e i ^ 2) 0 = ∑ i, p i * e i ^ 2 := by
      simp [reweightedMean, branchingFactor, hs]
    rw [h1, hs, reweightedVariance, h2, hA0]
    change _ = _ - 2 * gridMean p e * gridMean p e + _
    ring
  have hf : ∀ t, HasDerivAt (fun s => Real.log (branchingFactor p e s) + gridMean p e * s)
      (-reweightedMean p e e t + gridMean p e) t := fun t =>
    (((hasDerivAt_branchingFactor p e t).log (hB t).ne').fun_add
      ((hasDerivAt_id' t).const_mul _)).congr_deriv (by
        simp only [reweightedMean]
        ring)
  have hg : ∀ t : ℝ, HasDerivAt (fun s : ℝ => s ^ 2) (2 * t) t := fun t =>
    (hasDerivAt_pow 2 t).congr_deriv (by norm_num)
  -- the ratio of derivatives is -1/2 times a difference quotient of the reweighted mean
  have hd := ((hasDerivAt_reweightedMean p e 0 (hB 0).ne').tendsto_slope_zero_right).const_mul
    (-1 / 2 : ℝ)
  rw [hV, show ∀ v : ℝ, -1 / 2 * -v = v / 2 from fun v => by ring] at hd
  have hdiv := hd.congr (f₂ := fun t => (-reweightedMean p e e t + gridMean p e) / (2 * t))
    (fun t => by
      rw [zero_add, smul_eq_mul, hA0, div_eq_mul_inv _ (2 * t), mul_inv]
      ring)
  have hf0 := (hf 0).continuousAt.tendsto.mono_left (nhdsWithin_le_nhds (s := Set.Ioi 0))
  have hg0 := (hg 0).continuousAt.tendsto.mono_left (nhdsWithin_le_nhds (s := Set.Ioi 0))
  have hB0 : branchingFactor p e 0 = 1 := by simp [branchingFactor, hs]
  simp only [hB0, Real.log_one, mul_zero, add_zero] at hf0
  rw [show (0 : ℝ) ^ 2 = 0 by norm_num] at hg0
  have hL := HasDerivAt.lhopital_zero_nhdsGT (Eventually.of_forall hf)
    (Eventually.of_forall hg)
    (eventually_nhdsWithin_of_forall fun t ht => mul_ne_zero two_ne_zero (ne_of_gt ht))
    hf0 hg0 hdiv
  refine hL.congr' (eventually_nhdsWithin_of_forall fun t ht => ?_)
  have ht0 : t ≠ 0 := ne_of_gt ht
  simp only [effectiveEnergy]
  field

/-- For a grid that gives the energies `a` and `b` with probability one half each, the
lowering divided by `τ` tends to `(b - a)² / 8` as `τ` tends to zero from above. -/
theorem two_point_sharp (a b : ℝ) :
    Tendsto (fun τ => (gridMean (fun _ : Fin 2 => (1 / 2 : ℝ)) ![a, b]
      - effectiveEnergy (fun _ : Fin 2 => (1 / 2 : ℝ)) ![a, b] τ) / τ) (𝓝[>] 0)
      (𝓝 ((b - a) ^ 2 / 8)) := by
  have h := tendsto_lowering_div (fun _ : Fin 2 => (1 / 2 : ℝ)) ![a, b]
    (fun _ => by norm_num) (by norm_num)
  have hv : gridMean (fun _ : Fin 2 => (1 / 2 : ℝ))
      (fun i => (![a, b] i - gridMean (fun _ : Fin 2 => (1 / 2 : ℝ)) ![a, b]) ^ 2) / 2
      = (b - a) ^ 2 / 8 := by
    simp only [gridMean, Fin.sum_univ_two, Matrix.cons_val_zero, Matrix.cons_val_one]
    ring
  rwa [hv] at h

/-- For a probability distribution of grids and `τ > 0`, the effective energy is strictly below the
mean as soon as some grid outcome of positive probability has a local energy different from the
mean. -/
theorem effectiveEnergy_lt_mean (p e : ι → ℝ) (hp : ∀ i, 0 ≤ p i) (hs : ∑ i, p i = 1)
    {j : ι} (hj : 0 < p j) (hne : e j ≠ gridMean p e) {τ : ℝ} (hτ : 0 < τ) :
    effectiveEnergy p e τ < gridMean p e := by
  have h : ∀ i, Real.exp (-τ * e i)
      = Real.exp (-τ * gridMean p e) * Real.exp (-τ * (e i - gridMean p e)) := by
    intro i
    rw [← Real.exp_add]
    congr 1
    ring
  -- the tangent line lies strictly below the exponential at the outcome j
  have hlt : Real.exp (-τ * gridMean p e) < branchingFactor p e τ := by
    rw [← tangent_average p e hs τ]
    refine Finset.sum_lt_sum (fun i _ => ?_) ⟨j, Finset.mem_univ j, ?_⟩
    · rw [h i]
      exact mul_le_mul_of_nonneg_left (mul_le_mul_of_nonneg_left (Real.add_one_le_exp _)
        (Real.exp_pos _).le) (hp i)
    · rw [h j]
      exact mul_lt_mul_of_pos_left (mul_lt_mul_of_pos_left (Real.add_one_lt_exp
        (mul_ne_zero (neg_ne_zero.2 hτ.ne') (sub_ne_zero.2 hne))) (Real.exp_pos _)) hj
  have hlog := (Real.lt_log_iff_exp_lt ((Real.exp_pos _).trans hlt)).2 hlt
  rw [effectiveEnergy, div_lt_iff₀ hτ]
  linarith

end

end QuadratureNoiseBranching
```

```lean
#print axioms QuadratureNoiseBranching.effectiveEnergy_bounds
#print axioms QuadratureNoiseBranching.tendsto_lowering_div
#print axioms QuadratureNoiseBranching.two_point_sharp
#print axioms QuadratureNoiseBranching.effectiveEnergy_lt_mean
```

```
'QuadratureNoiseBranching.effectiveEnergy_bounds' depends on axioms: [propext, Classical.choice, Quot.sound]
'QuadratureNoiseBranching.tendsto_lowering_div' depends on axioms: [propext, Classical.choice, Quot.sound]
'QuadratureNoiseBranching.two_point_sharp' depends on axioms: [propext, Classical.choice, Quot.sound]
'QuadratureNoiseBranching.effectiveEnergy_lt_mean' depends on axioms: [propext, Classical.choice, Quot.sound]
```

## From the tangent line to the limit

`tangent_average` computes the average of the tangent line, and `exp_mean_le_branchingFactor` compares it with the exponential term by term, using `Real.add_one_le_exp`. This also supplies the positivity of $B$ needed for the logarithms and quotients.

`hasDerivAt_branchingFactor` allows arbitrary coefficients `c`, so it differentiates both $B$ and the numerator of $M$. The quotient rule then gives $M'=-V$ in `hasDerivAt_reweightedMean`. In `reweightedVariance_le`, the sum `h0` is the averaged inequality $(b-e_i)(e_i-a)\ge0$, and `nlinarith` finishes by completing the square.

The two integrations are replaced by monotonicity, so no integral appears in the file. First, `monotone_of_deriv_nonneg` shows that $M(s)+s(b-a)^2/4$ is increasing on the whole line, because its derivative is $(b-a)^2/4-V(s)\ge0$. Next consider

$$F(s)=\frac{(b-a)^2}{8}s^2-ms-\ln B(s),\qquad F'(s)=\frac{(b-a)^2}{4}s-m+M(s).$$

The first step makes $F'$ nonnegative only for $s\ge0$, so the file uses the version for sets, `monotoneOn_of_deriv_nonneg`, on the half-line $[0,\infty)$. That lemma asks for a convex set, continuity on it, and differentiability with a nonnegative derivative in its interior. The `HasDerivAt` statement `hF` provides the continuity, the differentiability and the formula for $F'$. Comparing $F(0)=0$ with $F(\tau)$ gives the bound on $\ln B(\tau)$.

For the limit, `HasDerivAt.lhopital_zero_nhdsGT` applies L'Hôpital's rule from the right. The ratio of derivatives is a difference quotient of $M$ at zero, up to the factor $-1/2$, so `hasDerivAt_reweightedMean` determines its limit. `two_point_sharp` inserts the two energies and computes their variance. Finally, `effectiveEnergy_lt_mean` repeats the tangent argument with the strict inequality `Real.add_one_lt_exp` at the outcome `j`, which `Finset.sum_lt_sum` carries over to the whole sum.
